# Even degeneracy at momenta with $2k=0$ when time reversal squares to $-1$

Suppose a band calculation with spin–orbit coupling returns, for a one-dimensional crystal, two nondegenerate levels at the zone boundary, separated by a small energy. Can this splitting belong to a time-reversal symmetric model, or does the matrix break the symmetry? For one electron in a finite orbital basis, the result derived here settles the matter: if the symmetry holds, every level there has even degeneracy, so a matrix with a nondegenerate level breaks it. Two distinct levels that are each doubly degenerate may still lie close together.

## Bloch matrices and time reversal

Label the crystal momenta of a one-dimensional periodic grid by integers $k$ modulo $N$. At each $k$ the electron has a Hermitian Bloch matrix $H(k)$ acting on vectors $v$ of orbital and spin amplitudes. Time reversal acts as
$$Tv = J\bar v,$$
where the bar is entrywise complex conjugation and $J$ is a real matrix with $J^{\mathsf T}J=1$ and $J^{\mathsf T}=-J$. Here $J$ is not an angular momentum; for spin ½ it is $i\sigma_y$ on spin and the identity on real orbitals. Its antisymmetry encodes half-integer spin. The symmetry condition
$$H(-k)=J\,\overline{H(k)}\,J^{-1}$$
stands for the absence of magnetic fields and magnetic order.

**Claim.** If $2k=0$ modulo $N$, every eigenspace of $H(k)$ has even complex dimension.

The momenta concerned are $k=0$ and, for even $N$, the zone boundary $k=N/2$.

## From $T^2=-1$ to even dimension

The two conditions on $J$ give $-J^2=1$, so $J^2=-1$. As $J$ is real,
$$T^2v=J\,\overline{J\bar v}=J^2v=-v.$$

Now let $H(k)v=Ev$ with $E$ real. Then
$$H(-k)\,Tv=J\,\overline{H(k)}\,J^{-1}J\bar v=J\,\overline{H(k)v}=E\,Tv,$$
so $T$ carries a state at $k$ to one of equal energy at $-k$.

If $2k=0$, then $-k=k$. Take an eigenspace of $H(k)$ at $E$. If it is zero, its dimension is even. Otherwise it contains some $v\neq0$, and hermiticity gives
$$E\,v^\dagger v=v^\dagger H(k)v=(H(k)v)^\dagger v=\bar E\,v^\dagger v,$$
so $E$ is real and $T$ maps the eigenspace into itself.

Let $b_1,\dots,b_d$ be a basis of this eigenspace and write $Tb_j=\sum_i A_{ij}b_i$. Since $T$ conjugates coefficients,
$$-b_j=T^2b_j=\sum_i\overline{A_{ij}}\,Tb_i=\sum_l\Big(\sum_i A_{li}\overline{A_{ij}}\Big)b_l .$$
Hence $A\bar A=-1$, and taking determinants gives $|\det A|^2=(-1)^d$. The left side is not negative, so $d$ is even. An energy that occurs has $d>0$, hence $d\ge2$.

The partner state can also be identified. A number equals its own transpose, so
$$v^\dagger Tv=\bar v^{\mathsf T}J\bar v=\bar v^{\mathsf T}J^{\mathsf T}\bar v=-v^\dagger Tv,$$
and $Tv$ is orthogonal to $v$.

The smallest nonempty case has two states, spin up and spin down. A two-dimensional space leaves room for only one doubly degenerate level, so $H(k)=\varepsilon\,1$ with real $\varepsilon$ wherever $2k=0$: no spin splitting of any kind survives there.

## The symmetry assumptions in Lean

The finite type `n` indexes the orbital and spin states, and `ZMod N` is the set of momenta. For $N=0$ this type is the integers, and only $k=0$ satisfies the condition.

```lean
import Mathlib

open Matrix
open scoped ComplexOrder

namespace KramersInvariantMomenta

noncomputable section

variable {n : Type*} [Fintype n] [DecidableEq n] {N : ℕ}
```

The real matrix $J$ must act on complex amplitudes, so it is converted entry by entry.

```lean
/-- A real matrix regarded as a complex one. -/
def cplx (J : Matrix n n ℝ) : Matrix n n ℂ := J.map Complex.ofRealHom
```

In the next definition `star v` is $\bar v$, and the arrow `→ₛₗ[starRingEnd ℂ]` denotes a conjugate-linear map.

```lean
/-- The time-reversal map `v ↦ J conj(v)`, which is conjugate-linear. -/
def timeReversal (J : Matrix n n ℝ) : (n → ℂ) →ₛₗ[starRingEnd ℂ] (n → ℂ) where
  toFun v := cplx J *ᵥ star v
  map_add' v w := by rw [star_add, Matrix.mulVec_add]
  map_smul' c v := by
    rw [star_smul, Matrix.mulVec_smul]
    rfl
```

The physical assumptions form one structure. The expression `(H k).map (starRingEnd ℂ)` conjugates entries without transposing.

```lean
/-- A family of Hermitian Bloch Hamiltonians `H k`, indexed by `k` in `ZMod N`, with
`H (-k) = J conj(H k) J⁻¹` for a real orthogonal antisymmetric matrix `J`. -/
structure TimeReversalSymmetric (J : Matrix n n ℝ) (H : ZMod N → Matrix n n ℂ) : Prop where
  orthogonal : Jᵀ * J = 1
  antisymm : Jᵀ = -J
  hermitian : ∀ k, (H k).IsHermitian
  reversal : ∀ k, H (-k) = cplx J * (H k).map (starRingEnd ℂ) * (cplx J)⁻¹
```

What these hypotheses leave to the physics is the passage from a crystal to such a family: one needs an orthonormal basis in which $H$ is periodic in $k$ and time reversal acts through a single real $J$.

A broader model would replace $J$ by a complex unitary $U$ with $U^{\mathsf T}=-U$. This would admit bases in which the matrix of time reversal has complex entries, and $T^2=-1$ would then come from $U\bar U=-1$ instead of $J^2=-1$; the determinant argument would stay the same.

## The determinant argument

The first theorem concerns any finite-dimensional complex space with a conjugate-linear map squaring to $-1$. The matrix `A` is the one used above, with the same indices. The step `hA` proves $A\bar A=-1$ by comparing coefficients of `T (T (b j))`, and `hd` takes determinants. If the dimension were odd, `Complex.normSq A.det`, which is $|\det A|^2$, would equal $-1$; `linarith` closes this contradiction.

```lean
/-- A finite-dimensional complex space with a conjugate-linear map that squares to `-1`
has even dimension. -/
theorem even_finrank_of_sq_neg {V : Type*} [AddCommGroup V] [Module ℂ V]
    [FiniteDimensional ℂ V] (T : V →ₛₗ[starRingEnd ℂ] V) (hT : ∀ v, T (T v) = -v) :
    Even (Module.finrank ℂ V) := by
  let b := Module.finBasis ℂ V
  let A : Matrix (Fin (Module.finrank ℂ V)) (Fin (Module.finrank ℂ V)) ℂ :=
    fun i j => b.coord i (T (b j))
  have hexp : ∀ j, T (b j) = ∑ i, A i j • b i := fun j => (b.sum_repr (T (b j))).symm
  -- in a basis, `T² = -1` reads `A conj(A) = -1`
  have hA : A * A.map (starRingEnd ℂ) = -1 := by
    ext l j
    have h2 : b.coord l (T (T (b j))) = ∑ i, A l i * starRingEnd ℂ (A i j) := by
      rw [hexp j, map_sum, map_sum]
      refine Finset.sum_congr rfl fun i _ => ?_
      rw [map_smulₛₗ, map_smul, smul_eq_mul]
      exact mul_comm _ _
    calc (A * A.map (starRingEnd ℂ)) l j
        = ∑ i, A l i * starRingEnd ℂ (A i j) := Matrix.mul_apply
      _ = -(b.coord l (b j)) := by rw [← h2, hT, map_neg]
      _ = (-1 : Matrix _ _ ℂ) l j := by
        by_cases hlj : l = j
        · subst hlj
          simp
        · simp [hlj]
  -- the determinant gives `|det A|² = (-1)^dim`
  have hd := congrArg Matrix.det hA
  have hc : (A.map (starRingEnd ℂ)).det = starRingEnd ℂ A.det :=
    (RingHom.map_det (starRingEnd ℂ) A).symm
  rw [Matrix.det_mul, hc, Complex.mul_conj, Matrix.det_neg, Matrix.det_one, mul_one,
    Fintype.card_fin] at hd
  by_contra hodd
  rw [(Nat.not_even_iff_odd.1 hodd).neg_one_pow] at hd
  have hneg : Complex.normSq A.det = -1 := by exact_mod_cast hd
  linarith [Complex.normSq_nonneg A.det]
```

## Time reversal acting on Bloch states

The identity $\overline{Mv}=\bar M\bar v$ is needed whenever $T$ meets a matrix.

```lean
omit [DecidableEq n] in
/-- Complex conjugation of `M v` conjugates both the matrix and the vector. -/
theorem star_mulVec_conj (M : Matrix n n ℂ) (v : n → ℂ) :
    star (M *ᵥ v) = M.map (starRingEnd ℂ) *ᵥ star v := by
  ext i
  simp only [Pi.star_apply, Matrix.mulVec, dotProduct, Matrix.map_apply, star_sum, star_mul']
  rfl
```

The orthogonality and antisymmetry of $J$ combine to $J^2=-1$, first over the reals and then for the complex version.

```lean
/-- A real orthogonal antisymmetric matrix squares to `-1`. -/
theorem cplx_sq {J : Matrix n n ℝ} (ho : Jᵀ * J = 1) (ha : Jᵀ = -J) :
    cplx J * cplx J = -1 := by
  have h : J * J = -1 := by
    rw [ha, neg_mul] at ho
    rw [← ho, neg_neg]
  unfold cplx
  rw [← Matrix.map_mul, h]
  ext i j
  by_cases hij : i = j <;> simp [hij]
```

Applying $T$ twice then reverses the sign of every vector. The local step `hr` records that $J$ is unchanged by conjugation.

```lean
/-- For real orthogonal antisymmetric `J`, applying time reversal twice changes the sign
of every state. -/
theorem timeReversal_sq {J : Matrix n n ℝ} (ho : Jᵀ * J = 1) (ha : Jᵀ = -J) (v : n → ℂ) :
    timeReversal J (timeReversal J v) = -v := by
  change cplx J *ᵥ star (cplx J *ᵥ star v) = -v
  have hr : (cplx J).map (starRingEnd ℂ) = cplx J := by
    ext i j
    simp [cplx]
  rw [star_mulVec_conj, hr, star_star, Matrix.mulVec_mulVec, cplx_sq ho ha,
    Matrix.neg_mulVec, Matrix.one_mulVec]
```

The next theorem takes a real energy `E` and a state at `k`. Its `calc` block is the chain of equalities for $H(-k)\,Tv$: cancel $J^{-1}J$, gather the conjugation, and use the eigenvalue equation.

```lean
/-- In a time-reversal symmetric family, time reversal carries a state of real energy `E`
at momentum `k` to a state of the same energy at `-k`. -/
theorem timeReversal_energy {J : Matrix n n ℝ} {H : ZMod N → Matrix n n ℂ}
    (h : TimeReversalSymmetric J H) {k : ZMod N} {E : ℝ} {v : n → ℂ}
    (hv : H k *ᵥ v = (E : ℂ) • v) :
    H (-k) *ᵥ timeReversal J v = (E : ℂ) • timeReversal J v := by
  have hsq := cplx_sq h.orthogonal h.antisymm
  have hinv : (cplx J)⁻¹ * cplx J = 1 := by
    rw [Matrix.inv_eq_right_inv (show cplx J * -cplx J = 1 by rw [mul_neg, hsq, neg_neg]),
      neg_mul, hsq, neg_neg]
  have hE : star (E : ℂ) = E := Complex.conj_ofReal E
  change H (-k) *ᵥ (cplx J *ᵥ star v) = (E : ℂ) • (cplx J *ᵥ star v)
  calc H (-k) *ᵥ (cplx J *ᵥ star v)
      = cplx J *ᵥ ((H k).map (starRingEnd ℂ) *ᵥ star v) := by
        rw [h.reversal k, Matrix.mulVec_mulVec, Matrix.mulVec_mulVec, Matrix.mul_assoc,
          hinv, mul_one]
    _ = cplx J *ᵥ star (H k *ᵥ v) := by rw [star_mulVec_conj]
    _ = (E : ℂ) • (cplx J *ᵥ star v) := by rw [hv, star_smul, hE, Matrix.mulVec_smul]
```

The product `⬝ᵥ` does not conjugate, so `star v ⬝ᵥ w` is the usual inner product $v^\dagger w$. The proof shows that $v^\dagger Tv$ equals its own negative. This theorem describes the partner state; the degeneracy theorems do not use it.

```lean
omit [DecidableEq n] in
/-- For antisymmetric `J`, every state is orthogonal to its time-reversed partner. -/
theorem partner_orthogonal {J : Matrix n n ℝ} (ha : Jᵀ = -J) (v : n → ℂ) :
    star v ⬝ᵥ timeReversal J v = 0 := by
  have hT : (cplx J)ᵀ = -cplx J := by
    ext i j
    have hij : J j i = -J i j := congrFun (congrFun ha i) j
    simp [cplx, hij]
  change star v ⬝ᵥ (cplx J *ᵥ star v) = 0
  have h1 : star v ⬝ᵥ (cplx J *ᵥ star v) = -(star v ⬝ᵥ (cplx J *ᵥ star v)) := by
    calc star v ⬝ᵥ (cplx J *ᵥ star v)
        = (star v ᵥ* cplx J) ⬝ᵥ star v := Matrix.dotProduct_mulVec _ _ _
      _ = ((cplx J)ᵀ *ᵥ star v) ⬝ᵥ star v := by rw [Matrix.mulVec_transpose]
      _ = -(star v ⬝ᵥ (cplx J *ᵥ star v)) := by
        rw [hT, Matrix.neg_mulVec, neg_dotProduct, dotProduct_comm]
  linear_combination h1 / 2
```

## Even eigenspaces where $2k=0$

In the main theorem, `Module.End.eigenspace (Matrix.toLin' (H k)) E` is the space of solutions of $H(k)v=Ev$, and `Module.finrank ℂ` is its complex dimension. The number `E` may be any complex number, since reality is derived.

The proof follows the order of the derivation. It obtains $-k=k$, disposes of the zero eigenspace, and proves `E = star E` by cancelling $v^\dagger v\ne0$. With `hmem` showing that time reversal preserves the eigenspace, the restricted map `T` is passed to the determinant argument.

```lean
/-- Kramers degeneracy on a momentum grid: in a time-reversal symmetric family, every
eigenspace of `H k` at a momentum with `2k = 0` has even complex dimension. -/
theorem kramers_even {J : Matrix n n ℝ} {H : ZMod N → Matrix n n ℂ}
    (h : TimeReversalSymmetric J H) {k : ZMod N} (hk : 2 * k = 0) (E : ℂ) :
    Even (Module.finrank ℂ (Module.End.eigenspace (Matrix.toLin' (H k)) E)) := by
  have hneg : -k = k := by linear_combination -hk
  by_cases hb : Module.End.eigenspace (Matrix.toLin' (H k)) E = ⊥
  · rw [hb]
    simp
  obtain ⟨v, hv, hv0⟩ := Submodule.exists_mem_ne_zero_of_ne_bot hb
  rw [Module.End.mem_eigenspace_iff, Matrix.toLin'_apply] at hv
  -- hermiticity makes the energy real
  have h1 : star v ⬝ᵥ (H k *ᵥ v) = star (H k *ᵥ v) ⬝ᵥ v := by
    rw [Matrix.star_mulVec, (h.hermitian k).eq, Matrix.dotProduct_mulVec]
  rw [hv, star_smul, dotProduct_smul, smul_dotProduct, smul_eq_mul, smul_eq_mul] at h1
  have hE : E = star E :=
    mul_right_cancel₀ (fun h0 => hv0 (dotProduct_star_self_eq_zero.1 h0)) h1
  obtain ⟨r, rfl⟩ := Complex.conj_eq_iff_real.1 hE.symm
  -- time reversal therefore acts within the eigenspace
  have hmem : ∀ w ∈ Module.End.eigenspace (Matrix.toLin' (H k)) (r : ℂ),
      timeReversal J w ∈ Module.End.eigenspace (Matrix.toLin' (H k)) (r : ℂ) := by
    intro w hw
    rw [Module.End.mem_eigenspace_iff, Matrix.toLin'_apply] at hw ⊢
    have hw' := timeReversal_energy h hw
    rwa [hneg] at hw'
  let T : Module.End.eigenspace (Matrix.toLin' (H k)) (r : ℂ) →ₛₗ[starRingEnd ℂ]
      Module.End.eigenspace (Matrix.toLin' (H k)) (r : ℂ) :=
    { toFun := fun w => ⟨timeReversal J w.1, hmem w.1 w.2⟩
      map_add' := fun x y => Subtype.ext (map_add (timeReversal J) x.1 y.1)
      map_smul' := fun c x => Subtype.ext (map_smulₛₗ (timeReversal J) c x.1) }
  exact even_finrank_of_sq_neg T fun w =>
    Subtype.ext (timeReversal_sq h.orthogonal h.antisymm w.1)
```

For an energy with a nonzero eigenvector the dimension is positive as well as even, and `omega` concludes that it is at least two. The name `bands_touch` refers to this degeneracy at one grid momentum; no continuity of bands in $k$ enters.

```lean
/-- In a time-reversal symmetric family, every energy that occurs at a momentum with
`2k = 0` is at least doubly degenerate. -/
theorem bands_touch {J : Matrix n n ℝ} {H : ZMod N → Matrix n n ℂ}
    (h : TimeReversalSymmetric J H) {k : ZMod N} (hk : 2 * k = 0) {E : ℂ} {v : n → ℂ}
    (hv0 : v ≠ 0) (hv : H k *ᵥ v = E • v) :
    2 ≤ Module.finrank ℂ (Module.End.eigenspace (Matrix.toLin' (H k)) E) := by
  have hm : v ∈ Module.End.eigenspace (Matrix.toLin' (H k)) E := by
    rw [Module.End.mem_eigenspace_iff, Matrix.toLin'_apply]
    exact hv
  have hpos : 0 < Module.finrank ℂ (Module.End.eigenspace (Matrix.toLin' (H k)) E) :=
    Module.finrank_pos_iff_exists_ne_zero.2
      ⟨⟨v, hm⟩, fun h0 => hv0 (congrArg Subtype.val h0)⟩
  obtain ⟨m, hm2⟩ := kramers_even h hk E
  omega
```

In electronic-structure work this is the pairing of spin–orbit-coupled bands at time-reversal-invariant momenta, here for non-interacting electrons on a one-dimensional grid. Kramers' name is also attached to interacting systems with an odd number of electrons, for which $T$ would have to be set up on many-electron states.

## A chain with spin-split bands

A four-momentum chain shows what can happen at other momenta. Its spin-up energies are $1,1,-1,-1$ at $k=0,1,2,3$.

```lean
/-- Spin-up energies `1, 1, -1, -1` at the momenta `0, 1, 2, 3`. -/
def upEnergy (k : ZMod 4) : ℝ := if k = 0 ∨ k = 1 then 1 else -1
```

The spin-down energy at $k$ is the spin-up energy at $-k$, as time reversal demands.

```lean
/-- A spin-½ chain with four momenta, whose spin-down energy at `k` is the spin-up energy
at `-k`. -/
def spinChain (k : ZMod 4) : Matrix (Fin 2) (Fin 2) ℂ :=
  !![(upEnergy k : ℂ), 0; 0, (upEnergy (-k) : ℂ)]
```

All the assumptions hold for this chain with $J=i\sigma_y$. The proof verifies the matrix identities entry by entry, after replacing $J^{-1}$ by $-J$.

```lean
/-- The spin-½ chain is time-reversal symmetric with `J = !![0, 1; -1, 0]`. -/
theorem spinChain_witness : TimeReversalSymmetric !![0, 1; -1, 0] spinChain := by
  have ho : (!![0, 1; -1, 0] : Matrix (Fin 2) (Fin 2) ℝ)ᵀ * !![0, 1; -1, 0] = 1 := by
    ext i j
    fin_cases i <;> fin_cases j <;> simp [Matrix.mul_apply, Fin.sum_univ_succ]
  have ha : (!![0, 1; -1, 0] : Matrix (Fin 2) (Fin 2) ℝ)ᵀ = -!![0, 1; -1, 0] := by
    ext i j
    fin_cases i <;> fin_cases j <;> simp
  refine ⟨ho, ha, fun k => Matrix.IsHermitian.ext fun i j => ?_, fun k => ?_⟩
  · fin_cases i <;> fin_cases j <;> simp [spinChain]
  · rw [Matrix.inv_eq_right_inv (show cplx !![0, 1; -1, 0] * -cplx !![0, 1; -1, 0] = 1 by
      rw [mul_neg, cplx_sq ho ha, neg_neg])]
    ext i j
    fin_cases i <;> fin_cases j <;>
      simp [spinChain, cplx, Matrix.mul_apply, Fin.sum_univ_succ]
```

At $k=0$ both spins have energy $1$, and at $k=2$ both have energy $-1$. At $k=1$, however, the matrix is $\mathrm{diag}(1,-1)$. The last theorem shows that its eigenspace at energy $1$ is spanned by the spin-up vector: the eigenvalue equation forces the spin-down component `u 1` to equal its own negative, hence to vanish. Time-reversal symmetry of the family therefore does not give even degeneracy at every momentum.

```lean
/-- At momentum `1` the spin-½ chain has a nondegenerate level of energy `1`. -/
theorem spinChain_nondegenerate :
    Module.finrank ℂ (Module.End.eigenspace (Matrix.toLin' (spinChain 1)) 1) = 1 := by
  have hu : upEnergy 1 = 1 := if_pos (by decide)
  have hd : upEnergy (-1) = -1 := if_neg (by decide)
  have hM : spinChain 1 = !![1, 0; 0, -1] := by
    unfold spinChain
    rw [hu, hd]
    simp
  have hmem : (![1, 0] : Fin 2 → ℂ) ∈
      Module.End.eigenspace (Matrix.toLin' (spinChain 1)) 1 := by
    rw [Module.End.mem_eigenspace_iff, Matrix.toLin'_apply, hM]
    ext i
    fin_cases i <;> simp [Matrix.mulVec, dotProduct, Fin.sum_univ_succ]
  refine finrank_eq_one ⟨_, hmem⟩ (fun h0 => ?_) (fun w => ⟨w.1 0, ?_⟩)
  · have h1 := congrFun (congrArg Subtype.val h0) 0
    simp at h1
  · obtain ⟨u, hu1⟩ := w
    have hw := hu1
    rw [Module.End.mem_eigenspace_iff, Matrix.toLin'_apply, hM] at hw
    -- the spin-down component must vanish
    have h1 : -(u 1) = u 1 := by
      simpa [Matrix.mulVec, dotProduct, Fin.sum_univ_succ] using congrFun hw 1
    have h2 : u 1 = 0 := by linear_combination (-1 / 2) * h1
    apply Subtype.ext
    ext i
    fin_cases i
    · simp
    · simp [h2]

end

end KramersInvariantMomenta
```

```lean
#print axioms KramersInvariantMomenta.partner_orthogonal
#print axioms KramersInvariantMomenta.kramers_even
#print axioms KramersInvariantMomenta.bands_touch
#print axioms KramersInvariantMomenta.spinChain_nondegenerate
```

```
'KramersInvariantMomenta.partner_orthogonal' depends on axioms: [propext, Classical.choice, Quot.sound]
'KramersInvariantMomenta.kramers_even' depends on axioms: [propext, Classical.choice, Quot.sound]
'KramersInvariantMomenta.bands_touch' depends on axioms: [propext, Classical.choice, Quot.sound]
'KramersInvariantMomenta.spinChain_nondegenerate' depends on axioms: [propext, Classical.choice, Quot.sound]
```
